# For a differentiable eigenstate of a finite Hermitian matrix family, the derivative coupling to a state of different energy is ⟨v, H′u⟩ divided by the gap

Without a relation between derivative coupling and energy gap, I have little to go on when a nonadiabatic calculation returns a huge coupling: it could be physics, or a badly differentiated eigenvector. The relation I know is this. Let $H(t)$ be a real symmetric matrix family with $H(t)u(t)=E(t)u(t)$, everything differentiable. If $H(t_0)v=Fv$ and $\langle v,u(t_0)\rangle=0$, then

$$\langle v,H'(t_0)u(t_0)\rangle=(E(t_0)-F)\,\langle v,u'(t_0)\rangle .$$

So the coupling should diverge as the gap closes unless the left side tends to zero as well. Can this be made rigorous, including the word "diverge", and checked by machine?

## From the eigenvalue equation to the gap

Yes, and complex Hermitian matrices cost nothing extra. Near $t_0$ the eigenvalue equation reads $\sum_j H_{ij}(t)u_j(t)=E(t)u_i(t)$. Differentiating at $t_0$ with the product rule gives

$$\sum_j\left(H'_{ij}u_j+H_{ij}u'_j\right)=E'u_i+E\,u'_i .$$

Now take the inner product with $v$, all quantities being evaluated at $t_0$:

$$\langle v,H'u\rangle+\langle v,Hu'\rangle=E'\langle v,u\rangle+E\langle v,u'\rangle .$$

Since $H$ is Hermitian and $F$ is real, $\langle v,Hu'\rangle=\langle Hv,u'\rangle=F\langle v,u'\rangle$. Orthogonality removes the $E'$ term, and the relation follows.

If $E\neq F$, orthogonality is automatic: $E\langle v,u\rangle=\langle v,Hu\rangle=F\langle v,u\rangle$. Dividing by the gap gives $\langle v,u'\rangle=\langle v,H'u\rangle/(E-F)$.

If $\langle v,u\rangle=0$, $|\langle v,H'u\rangle|\ge c$ and $|E-F|\le\varepsilon$ with $\varepsilon>0$, then $c\le\varepsilon\,|\langle v,u'\rangle|$, so the coupling is at least $c/\varepsilon$ in modulus. Here $c$ is a lower bound on the modulus of the matrix element through which a displacement mixes the two states; symmetry can make that element zero, and then the bound gives no information.

At an exact degeneracy, a differentiable $u$ has a finite $u'$, and the relation forces the numerator to vanish. The divergence shown below is instead a limit: a sequence of avoided crossings whose smallest gap tends to zero.

## An avoided crossing whose gap closes

Take two diabatic levels $\pm t$, with $t$ in energy units, mixed by an electronic interaction $\delta>0$ that does not depend on $t$:

$$H=\begin{pmatrix}t&\delta\\ \delta&-t\end{pmatrix},\qquad \mathcal E=\sqrt{t^2+\delta^2},\qquad \theta=\frac{\pi}{4}-\frac12\arctan\frac{t}{\delta}.$$

Then $2\theta=\pi/2-\arctan(t/\delta)$, so $t=\mathcal E\cos2\theta$ and $\delta=\mathcal E\sin2\theta$. For $u_+=(\cos\theta,\sin\theta)$, the components of $Hu_+$ are

$$\mathcal E(\cos2\theta\cos\theta+\sin2\theta\sin\theta)=\mathcal E\cos\theta,\qquad \mathcal E(\sin2\theta\cos\theta-\cos2\theta\sin\theta)=\mathcal E\sin\theta .$$

The same identities give energy $-\mathcal E$ for $u_-=(-\sin\theta,\cos\theta)$. Both states are normalised and $u_+'=\theta'u_-$, hence

$$\langle u_-,u_+'\rangle=\theta'=-\frac{1}{2\delta}\,\frac{1}{1+t^2/\delta^2}=-\frac{\delta}{2(t^2+\delta^2)} .$$

At $t=0$ the modulus is $1/(2\delta)$, which tends to infinity as $\delta\to0^+$. There the numerator has modulus 1 and the gap is $2\delta$.

## What the Lean objects stand for

The real parameter `t` is one nuclear coordinate, scaled to energy units in the avoided crossing, and a state is a vector `n → ℂ` over a finite index type. The expression `star v ⬝ᵥ w` is $\langle v,w\rangle$, conjugated in the first argument, and `*ᵥ` applies a matrix to a vector.

`IsAdiabaticState` says that the eigenvalue equation holds in a neighbourhood of `t₀` and that `H'`, `E'` and `u'` are the derivatives at `t₀`. Hermiticity is required only at `t₀`. Real symmetric matrices are the case of real entries.

The general theorems do not normalise the vectors. For nonzero orthogonal $u$ and $v$, the normalised coupling is $\langle v,u'\rangle/(\|v\|\|u\|)$, because the derivative of $\|u\|$ multiplies $\langle v,u\rangle=0$. The numerator scales in the same way.

Differentiability of the eigenstate is assumed, not derived; it includes a smooth choice of phase, which a numerical diagonaliser does not supply by itself. The basis is fixed and orthonormal, so the extra terms from atom-centred functions that move with the nuclei are absent.

```lean
import Mathlib

open Matrix Filter Topology

namespace NonadiabaticCoupling

noncomputable section

variable {n : Type*} [Fintype n]

/-- Near `t₀` the vector `u t`, which may be zero, satisfies `H t *ᵥ u t = E t • u t`, and `H'`,
`E'`, `u'` are the derivatives of Hamiltonian, energy and state at `t₀`. -/
structure IsAdiabaticState (H : ℝ → Matrix n n ℂ) (H' : Matrix n n ℂ) (E : ℝ → ℝ) (E' : ℝ)
    (u : ℝ → n → ℂ) (u' : n → ℂ) (t₀ : ℝ) : Prop where
  eigen : ∀ᶠ t in 𝓝 t₀, H t *ᵥ u t = (E t : ℂ) • u t
  deriv_H : ∀ i j, HasDerivAt (fun t => H t i j) (H' i j) t₀
  deriv_E : HasDerivAt E E' t₀
  deriv_u : HasDerivAt u u' t₀

variable {H : ℝ → Matrix n n ℂ} {H' : Matrix n n ℂ} {E : ℝ → ℝ} {E' : ℝ}
  {u : ℝ → n → ℂ} {u' v : n → ℂ} {t₀ F : ℝ}

/-- The differentiated eigenvalue equation: `H' u + H u' = E' u + E u'`. -/
theorem eigen_equation_deriv (h : IsAdiabaticState H H' E E' u u' t₀) :
    H' *ᵥ u t₀ + H t₀ *ᵥ u' = (E' : ℂ) • u t₀ + (E t₀ : ℂ) • u' := by
  funext i
  have left : HasDerivAt (fun t => ∑ j, H t i j * u t j)
      (∑ j, (H' i j * u t₀ j + H t₀ i j * u' j)) t₀ :=
    HasDerivAt.fun_sum fun j _ => (h.deriv_H i j).fun_mul (hasDerivAt_pi.1 h.deriv_u j)
  have right : HasDerivAt (fun t => (E t : ℂ) * u t i)
      ((E' : ℂ) * u t₀ i + (E t₀ : ℂ) * u' i) t₀ :=
    h.deriv_E.ofReal_comp.fun_mul (hasDerivAt_pi.1 h.deriv_u i)
  have same : (fun t => ∑ j, H t i j * u t j) =ᶠ[𝓝 t₀] fun t => (E t : ℂ) * u t i := by
    filter_upwards [h.eigen] with t ht
    exact congrFun ht i
  -- both sides are the same function near `t₀`, so their derivatives agree
  have key := left.unique (right.congr_of_eventuallyEq same)
  rw [Finset.sum_add_distrib] at key
  exact key

/-- A Hermitian matrix acts to the left on its eigenvector `v`: `⟨v, A w⟩ = F ⟨v, w⟩`. -/
theorem bra_eigen {A : Matrix n n ℂ} (hA : A.IsHermitian) (hv : A *ᵥ v = (F : ℂ) • v)
    (w : n → ℂ) : star v ⬝ᵥ A *ᵥ w = (F : ℂ) * (star v ⬝ᵥ w) := by
  have h := Matrix.star_mulVec A v
  rw [hA.eq, hv] at h
  have h' : star ((F : ℂ) • v) = (F : ℂ) • star v := by
    ext i
    simp
  rw [Matrix.dotProduct_mulVec, ← h, h', smul_dotProduct, smul_eq_mul]

/-- Off-diagonal Hellmann-Feynman relation: for an eigenstate `v` of `H t₀` orthogonal to `u t₀`,
`⟨v, H' u⟩` is the energy gap times the derivative coupling `⟨v, u'⟩`. -/
theorem offDiagonal_hellmann_feynman (h : IsAdiabaticState H H' E E' u u' t₀)
    (hH : (H t₀).IsHermitian) (hv : H t₀ *ᵥ v = (F : ℂ) • v) (horth : star v ⬝ᵥ u t₀ = 0) :
    star v ⬝ᵥ H' *ᵥ u t₀ = ((E t₀ : ℂ) - F) * (star v ⬝ᵥ u') := by
  -- project the differentiated eigenvalue equation on `v`
  have p := congrArg (fun w => star v ⬝ᵥ w) (eigen_equation_deriv h)
  simp only [dotProduct_add, dotProduct_smul, smul_eq_mul, bra_eigen hH hv u', horth] at p
  linear_combination p

/-- Between states of different energy the derivative coupling is `⟨v, H' u⟩ / (E - F)`. -/
theorem coupling_eq_div_gap (h : IsAdiabaticState H H' E E' u u' t₀)
    (hH : (H t₀).IsHermitian) (hv : H t₀ *ᵥ v = (F : ℂ) • v) (hne : E t₀ ≠ F) :
    star v ⬝ᵥ u' = (star v ⬝ᵥ H' *ᵥ u t₀) / ((E t₀ : ℂ) - F) := by
  have gap : (E t₀ : ℂ) - F ≠ 0 := sub_ne_zero.2 (by exact_mod_cast hne)
  -- different energies force orthogonality
  have horth : star v ⬝ᵥ u t₀ = 0 := by
    have b := bra_eigen hH hv (u t₀)
    rw [h.eigen.self_of_nhds, dotProduct_smul, smul_eq_mul] at b
    refine (mul_eq_zero.1 ?_).resolve_left gap
    linear_combination b
  rw [eq_div_iff gap, offDiagonal_hellmann_feynman h hH hv horth, mul_comm]

/-- Let `v` be an eigenstate of `H t₀` orthogonal to `u t₀`, and let `ε > 0`. If `⟨v, H' u⟩` has
modulus at least `c` and the energy gap is at most `ε`, the derivative coupling has modulus at least
`c / ε`. -/
theorem coupling_lower_bound (h : IsAdiabaticState H H' E E' u u' t₀)
    (hH : (H t₀).IsHermitian) (hv : H t₀ *ᵥ v = (F : ℂ) • v) (horth : star v ⬝ᵥ u t₀ = 0)
    {c ε : ℝ} (hε : 0 < ε) (hc : c ≤ ‖star v ⬝ᵥ H' *ᵥ u t₀‖) (hgap : |E t₀ - F| ≤ ε) :
    c / ε ≤ ‖star v ⬝ᵥ u'‖ := by
  rw [offDiagonal_hellmann_feynman h hH hv horth, norm_mul, ← Complex.ofReal_sub,
    Complex.norm_real, Real.norm_eq_abs] at hc
  rw [div_le_iff₀ hε]
  nlinarith [mul_le_mul_of_nonneg_right hgap (norm_nonneg (star v ⬝ᵥ u'))]

/-- Two linear diabatic levels `t` and `-t` mixed by a constant interaction `δ`. -/
def avoidedCrossing (δ t : ℝ) : Matrix (Fin 2) (Fin 2) ℂ := !![(t : ℂ), δ; δ, -t]

/-- The energy `√(t² + δ²)`. -/
def energy (δ t : ℝ) : ℝ := √(t ^ 2 + δ ^ 2)

/-- For `δ > 0`, the angle that rotates the diabatic into the adiabatic states. -/
def mixingAngle (δ t : ℝ) : ℝ := Real.pi / 4 - Real.arctan (t / δ) / 2

/-- The vector `(cos θ, sin θ)`, an adiabatic state for `δ > 0`. -/
def upperState (δ t : ℝ) : Fin 2 → ℂ :=
  ![((Real.cos (mixingAngle δ t) : ℝ) : ℂ), ((Real.sin (mixingAngle δ t) : ℝ) : ℂ)]

/-- The vector `(-sin θ, cos θ)`, an adiabatic state for `δ > 0`. -/
def lowerState (δ t : ℝ) : Fin 2 → ℂ :=
  ![((-Real.sin (mixingAngle δ t) : ℝ) : ℂ), ((Real.cos (mixingAngle δ t) : ℝ) : ℂ)]

/-- Diabatic level `t` and interaction `δ > 0` in terms of the mixing angle: `t = E cos 2θ`, `δ = E
sin 2θ`. -/
theorem mixingAngle_spec {δ : ℝ} (hδ : 0 < δ) (t : ℝ) :
    energy δ t * Real.cos (2 * mixingAngle δ t) = t ∧
      energy δ t * Real.sin (2 * mixingAngle δ t) = δ := by
  have hE : energy δ t = δ * √(1 + (t / δ) ^ 2) := by
    have e : t ^ 2 + δ ^ 2 = δ ^ 2 * (1 + (t / δ) ^ 2) := by
      field_simp
      ring
    rw [energy, e, Real.sqrt_mul (sq_nonneg δ), Real.sqrt_sq hδ.le]
  have h2 : 2 * mixingAngle δ t = Real.pi / 2 - Real.arctan (t / δ) := by
    rw [mixingAngle]; ring
  have hs : √(1 + (t / δ) ^ 2) ≠ 0 := (Real.sqrt_pos.2 (by positivity)).ne'
  rw [h2, Real.cos_pi_div_two_sub, Real.sin_pi_div_two_sub, Real.sin_arctan, Real.cos_arctan, hE]
  generalize √(1 + (t / δ) ^ 2) = r at hs
  constructor <;> field_simp

/-- As `t` varies, the state `(cos θ, sin θ)` changes along `(-sin θ, cos θ)` at the rate
`-δ / (2 (t² + δ²))`. -/
theorem upperState_hasDerivAt {δ : ℝ} (hδ : 0 < δ) (t : ℝ) :
    HasDerivAt (upperState δ)
      (((-(δ / (2 * (t ^ 2 + δ ^ 2))) : ℝ) : ℂ) • lowerState δ t) t := by
  have hθ : HasDerivAt (mixingAngle δ) (-(δ / (2 * (t ^ 2 + δ ^ 2)))) t := by
    refine (((((hasDerivAt_id t).div_const δ).arctan).div_const 2).const_sub
      (Real.pi / 4)).congr_deriv ?_
    have hp : t ^ 2 + δ ^ 2 ≠ 0 := by positivity
    have e : 1 + (t / δ) ^ 2 = (t ^ 2 + δ ^ 2) / δ ^ 2 := by
      field_simp
      ring
    simp only [id_eq]
    rw [e]
    field_simp
  refine hasDerivAt_pi.2 fun i => ?_
  fin_cases i
  · refine hθ.cos.ofReal_comp.congr_deriv ?_
    show _ = ((_ : ℝ) : ℂ) * ((-Real.sin (mixingAngle δ t) : ℝ) : ℂ)
    rw [← Complex.ofReal_mul]
    congr 1
    ring
  · refine hθ.sin.ofReal_comp.congr_deriv ?_
    show _ = ((_ : ℝ) : ℂ) * ((Real.cos (mixingAngle δ t) : ℝ) : ℂ)
    rw [← Complex.ofReal_mul]
    congr 1
    ring

/-- The avoided crossing with its two adiabatic states meets all hypotheses of the off-diagonal
Hellmann-Feynman relation, with energies `√(t² + δ²)` and `-√(t² + δ²)`. -/
theorem avoidedCrossing_witness {δ : ℝ} (hδ : 0 < δ) (t : ℝ) :
    IsAdiabaticState (avoidedCrossing δ) !![1, 0; 0, -1] (energy δ) (t / energy δ t)
      (upperState δ) (((-(δ / (2 * (t ^ 2 + δ ^ 2))) : ℝ) : ℂ) • lowerState δ t) t ∧
    (avoidedCrossing δ t).IsHermitian ∧
    avoidedCrossing δ t *ᵥ lowerState δ t = ((-energy δ t : ℝ) : ℂ) • lowerState δ t ∧
    star (lowerState δ t) ⬝ᵥ upperState δ t = 0 := by
  have key : ∀ r c s x : ℝ, r * (c ^ 2 - s ^ 2) = x → r * (2 * s * c) = δ → c ^ 2 + s ^ 2 = 1 →
      avoidedCrossing δ x *ᵥ ![(c : ℂ), (s : ℂ)] = (r : ℂ) • ![(c : ℂ), (s : ℂ)] ∧
      avoidedCrossing δ x *ᵥ ![((-s : ℝ) : ℂ), (c : ℂ)]
        = ((-r : ℝ) : ℂ) • ![((-s : ℝ) : ℂ), (c : ℂ)] := by
    intro r c s x h1 h2 h3
    have g1 : (r : ℂ) * ((c : ℂ) ^ 2 - (s : ℂ) ^ 2) = x := by exact_mod_cast h1
    have g2 : (r : ℂ) * (2 * s * c) = δ := by exact_mod_cast h2
    have g3 : (c : ℂ) ^ 2 + (s : ℂ) ^ 2 = 1 := by exact_mod_cast h3
    constructor <;> funext i <;> fin_cases i <;>
      simp [avoidedCrossing, Matrix.mulVec, dotProduct, Fin.sum_univ_two]
    · linear_combination -c * g1 - s * g2 + r * c * g3
    · linear_combination -c * g2 + s * g1 + r * s * g3
    · linear_combination -c * g2 + s * g1 + r * s * g3
    · linear_combination c * g1 + s * g2 - r * c * g3
  have states := fun x : ℝ => key (energy δ x) (Real.cos (mixingAngle δ x))
    (Real.sin (mixingAngle δ x)) x
    (by rw [← Real.cos_two_mul']; exact (mixingAngle_spec hδ x).1)
    (by rw [← Real.sin_two_mul]; exact (mixingAngle_spec hδ x).2)
    (Real.cos_sq_add_sin_sq _)
  have orth : ∀ c s : ℝ, star ![((-s : ℝ) : ℂ), (c : ℂ)] ⬝ᵥ ![(c : ℂ), (s : ℂ)] = 0 := by
    intro c s
    simp [dotProduct, Fin.sum_univ_two]
    ring
  have hid : HasDerivAt (fun s : ℝ => (s : ℂ)) 1 t := by
    simpa using (hasDerivAt_id t).ofReal_comp
  have hsq : HasDerivAt (fun s : ℝ => s ^ 2 + δ ^ 2) (2 * t) t := by
    simpa using (hasDerivAt_pow 2 t).add_const (δ ^ 2)
  refine ⟨⟨Eventually.of_forall fun x => (states x).1, ?_, ?_, upperState_hasDerivAt hδ t⟩,
    ?_, (states t).2, orth _ _⟩
  · intro i j
    fin_cases i <;> fin_cases j
    · exact hid
    · exact hasDerivAt_const t (δ : ℂ)
    · exact hasDerivAt_const t (δ : ℂ)
    · exact hid.fun_neg
  · exact (hsq.sqrt (by positivity)).congr_deriv (mul_div_mul_left _ _ two_ne_zero)
  · refine Matrix.IsHermitian.ext fun i j => ?_
    fin_cases i <;> fin_cases j <;> simp [avoidedCrossing]

/-- The derivative coupling of the avoided crossing is `-δ / (2 (t² + δ²))`, a negative Lorentzian
in `t` whose half-width at half-maximum is `δ`. -/
theorem avoidedCrossing_coupling {δ : ℝ} (hδ : 0 < δ) (t : ℝ) :
    star (lowerState δ t) ⬝ᵥ deriv (upperState δ) t
      = ((-(δ / (2 * (t ^ 2 + δ ^ 2))) : ℝ) : ℂ) := by
  have unit : ∀ c s : ℝ, c ^ 2 + s ^ 2 = 1 →
      star ![((-s : ℝ) : ℂ), (c : ℂ)] ⬝ᵥ ![((-s : ℝ) : ℂ), (c : ℂ)] = 1 := by
    intro c s h
    have g : (c : ℂ) ^ 2 + (s : ℂ) ^ 2 = 1 := by exact_mod_cast h
    simp [dotProduct, Fin.sum_univ_two]
    linear_combination g
  have hl : star (lowerState δ t) ⬝ᵥ lowerState δ t = 1 :=
    unit _ _ (Real.cos_sq_add_sin_sq _)
  rw [(upperState_hasDerivAt hδ t).deriv, dotProduct_smul, hl, smul_eq_mul, mul_one]

/-- At the centre `t = 0` of the avoided crossing the derivative coupling grows without bound as
the interaction `δ` tends to zero from above. -/
theorem avoidedCrossing_coupling_diverges :
    Tendsto (fun δ : ℝ => ‖star (lowerState δ 0) ⬝ᵥ deriv (upperState δ) 0‖)
      (𝓝[>] 0) atTop := by
  refine (tendsto_inv_nhdsGT_zero.const_mul_atTop (by norm_num : (0 : ℝ) < 1 / 2)).congr' ?_
  filter_upwards [self_mem_nhdsWithin] with δ hδ
  have hpos : 0 < δ := hδ
  have e : (0 : ℝ) ^ 2 + δ ^ 2 = δ * δ := by ring
  rw [avoidedCrossing_coupling hpos 0, Complex.norm_real, Real.norm_eq_abs, abs_neg, e,
    abs_of_pos (by positivity)]
  field_simp

end

end NonadiabaticCoupling
```

```lean
#print axioms NonadiabaticCoupling.coupling_eq_div_gap
-- 'NonadiabaticCoupling.coupling_eq_div_gap' depends on axioms: [propext, Classical.choice, Quot.sound]
#print axioms NonadiabaticCoupling.coupling_lower_bound
-- 'NonadiabaticCoupling.coupling_lower_bound' depends on axioms: [propext, Classical.choice, Quot.sound]
#print axioms NonadiabaticCoupling.avoidedCrossing_coupling_diverges
-- 'NonadiabaticCoupling.avoidedCrossing_coupling_diverges' depends on axioms: [propext, Classical.choice, Quot.sound]
```

## How the proof follows the derivation

`eigen_equation_deriv` differentiates both sides component by component. They agree near `t₀`, so uniqueness of the derivative (`left.unique`) equates the results. `bra_eigen` lets the Hermitian matrix act to the left. In `offDiagonal_hellmann_feynman`, `congrArg` projects on `v`, `simp only` inserts the left action and orthogonality, and `linear_combination p` rearranges.

`coupling_eq_div_gap` first derives orthogonality from the nonzero gap, then divides. `coupling_lower_bound` takes norms and leaves the final inequality to `nlinarith`.

For the avoided crossing, `mixingAngle_spec` proves $t=\mathcal E\cos2\theta$ and $\delta=\mathcal E\sin2\theta$, and `upperState_hasDerivAt` applies the chain rule. `avoidedCrossing_witness` verifies, for $\delta>0$, every hypothesis of the general relation; its local statement `key` does the eigenvector algebra for both states. `avoidedCrossing_coupling` uses the normalisation of the lower state, and `avoidedCrossing_coupling_diverges` compares the modulus at $t=0$ with $\tfrac12\delta^{-1}$.

## Orthogonality, and a Hilbert-space version

Without orthogonality the relation fails already for a $1\times1$ matrix. Take $H(t)=(t)$, $u=v=(1)$, $E(t)=t$, $t_0=0$ and $F=0$. The left side is 1 and the right side is 0; the missing term is $E'\langle v,u\rangle$.

The statement could also have been modelled with bounded self-adjoint operators on a Hilbert space. The same derivation would then cover infinite dimension, but a molecular electronic Hamiltonian is unbounded and would still need hypotheses about domains.

For simulation practice, the relation gives a check on derivative couplings obtained by numerically differentiating the eigenvectors of a finite matrix Hamiltonian along one coordinate, in a fixed orthonormal basis: multiplied by the gap $E-F$, they must reproduce the matrix element $\langle v,H'u\rangle$ up to the error of the differentiation. Couplings computed from the quotient itself pass this check trivially.
